# Spin-restricted mean field leaves a desorbing atom with $-e_a/U$ electrons per spin when $-U<e_a<0$

## Level, width and repulsion

Energies are measured from the Fermi energy of the metal, and the temperature is zero. An atom near the surface has one orbital with bare energy $e_a$. In the wide-band limit, where the width does not depend on energy, its coupling to the metal broadens a level at energy $e$ into a Lorentzian of half-width $D>0$, whose filled part is the occupation per spin

$$f_D(e)=\int_{-\infty}^{0}\frac{1}{\pi}\frac{D}{(\omega-e)^2+D^2}\,d\omega=\frac12-\frac1\pi\arctan\frac eD .$$

Two electrons in the orbital repel with energy $U>0$. In mean field, each spin sees its level shifted by $U$ times the occupation of the other spin. The restricted treatment gives both spins the same occupation $n$, so

$$n=f_D(e_a+Un).$$

Desorption is modelled by $D\to0^+$ at fixed $e_a$ and $U$. In the same mean field, the isolated atom with spin occupations $a$ and $b$ has energy $E(a,b)=e_a(a+b)+Uab$, which is exact when $a$ and $b$ are each 0 or 1. We assume $-U<e_a<0$ and write $q=-e_a/U$, so $0<q<1$.

## A level pinned at the Fermi energy

At each $D>0$ the restricted equation has exactly one real solution $n(D)$, and $n(D)\to q$ as $D\to0^+$. In the limit the shifted level $e_a+Uq$ is zero: it sits at the Fermi energy, where a sharp level can be partly filled. The isolated atom has its lowest energy with exactly one electron. The departing atom carries $2q$, which differs from one unless $e_a=-U/2$, and even then its mean-field energy is too high. For this one-orbital model with a width independent of energy, a restricted mean-field desorption curve therefore ends at the wrong state.

## Derivation

**One solution at each width.** Since the arctangent increases strictly, $f_D$ decreases strictly, and its values lie between 0 and 1. The continuous function $g(x)=x-f_D(e_a+Ux)$ is negative at $x=0$ and positive at $x=1$, so it has a zero between them. If $x<y$ were both solutions, then $y=f_D(e_a+Uy)<f_D(e_a+Ux)=x$, a contradiction.

**The limit.** As $D\to0^+$, $f_D(e)\to0$ for $e>0$ and $f_D(e)\to1$ for $e<0$. Take any $b>q$. Then $e_a+Ub>0$, so $f_D(e_a+Ub)<q$ once $D$ is small. If $n(D)\ge b$ at such a $D$, monotonicity gives

$$n(D)=f_D(e_a+Un(D))\le f_D(e_a+Ub)<q<b,$$

a contradiction, so $n(D)<b$. Likewise, for $a<q$ the level $e_a+Ua$ is negative and $f_D(e_a+Ua)>q$ for small $D$; then $n(D)\le a$ would imply $n(D)>q>a$. Hence $n(D)\to q$.

**The first correction.** Inverting the arctangent gives $e_a+Un=D\tan[\pi(\tfrac12-n)]$. As $e_a=-Uq$,

$$\frac{n(D)-q}{D}=\frac{\tan[\pi(\frac12-n(D))]}{U}\longrightarrow\frac{\tan[\pi(\frac12-q)]}{U}.$$

The tangent is continuous at the limiting argument, which lies strictly between $-\pi/2$ and $\pi/2$.

**Charge and energy.** Since $0<2q<2$, the electron number $2q$ is an integer only if it is 1, that is, if $e_a=-U/2$. The energies of the atom with zero, one and two electrons are $0$, $e_a$ and $2e_a+U$; the middle one is lowest because $e_a<0$ and $e_a+U>0$. With $Uq=-e_a$,

$$E(q,q)-E(1,0)=2e_aq+Uq^2-e_a=e_aq-e_a=q(U+e_a)>0 .$$

At $e_a=-U/2$ the electron number is right, but the energy is still too high by $U/4$.

## The statements in Lean

`occupation D e` is $f_D(e)$, in its arctangent form, and `IsRestrictedSolution U ea D n` is the self-consistency equation. `atomEnergy U ea a b` is $E(a,b)$.

The first half of `restricted_dissociation` says `∃! n` for every `D > 0`, with `n` ranging over all real numbers and not only over $[0,1]$. The second half takes any function `n : ℝ → ℝ` that solves the equation at every positive width and states that it tends to `-ea / U` along `𝓝[>] 0`, the approach to zero from above. `restricted_slope` gives the first correction for such a function.

The arctangent formula is taken as the definition: the file neither evaluates the integral over the Lorentzian nor derives the Lorentzian from a metal Hamiltonian. The parameters `ea` and `U` do not vary with the width, so image shifts during desorption are left out. The energy comparison evaluates the isolated atom's energy at the limiting occupations; it makes no statement about the total energy of atom and metal at finite $D$. Spin-polarised solutions do not enter.

## The complete file

```lean
import Mathlib

open Filter Topology Real

namespace RestrictedDissociation

noncomputable section

/-- Occupation per spin of a Lorentzian level at energy `e` (measured from the Fermi energy)
with half-width `D`, for `D > 0`. -/
def occupation (D e : ℝ) : ℝ := 1 / 2 - arctan (e / D) / π

/-- The spin-restricted mean-field condition for `D > 0`: the occupation `n` per spin is that of
a level shifted to `ea + U n` by the repulsion of the other spin. -/
def IsRestrictedSolution (U ea D n : ℝ) : Prop := n = occupation D (ea + U * n)

/-- Energy of the isolated atom with spin occupations `a` and `b`, level `ea` and
repulsion `U`, the repulsion being taken as the product `U a b`. -/
def atomEnergy (U ea a b : ℝ) : ℝ := ea * (a + b) + U * a * b

/-- At fixed positive width, raising the level strictly lowers its occupation. -/
theorem occupation_strictAnti {D : ℝ} (hD : 0 < D) : StrictAnti (occupation D) := by
  intro e e' h
  have h1 := arctan_strictMono (div_lt_div_of_pos_right h hD)
  have h2 := div_lt_div_of_pos_right h1 pi_pos
  unfold occupation
  linarith

/-- As the width falls to zero, a level above the Fermi energy empties. -/
theorem occupation_tendsto_zero {e : ℝ} (he : 0 < e) :
    Tendsto (fun D => occupation D e) (𝓝[>] 0) (𝓝 0) := by
  have h1 : Tendsto (fun D : ℝ => e / D) (𝓝[>] 0) atTop := by
    simpa only [div_eq_mul_inv] using tendsto_inv_nhdsGT_zero.const_mul_atTop he
  have h2 : Tendsto (fun D : ℝ => arctan (e / D)) (𝓝[>] 0) (𝓝 (π / 2)) :=
    (tendsto_arctan_atTop.mono_right nhdsWithin_le_nhds).comp h1
  have h3 := (h2.div_const π).const_sub (1 / 2)
  have h4 : (1 / 2 : ℝ) - π / 2 / π = 0 := by
    have : π / 2 / π = 1 / 2 := by
      rw [div_eq_iff pi_pos.ne']
      ring
    rw [this]
    norm_num
  rw [h4] at h3
  exact h3

/-- As the width falls to zero, a level below the Fermi energy fills. -/
theorem occupation_tendsto_one {e : ℝ} (he : e < 0) :
    Tendsto (fun D => occupation D e) (𝓝[>] 0) (𝓝 1) := by
  -- particle-hole symmetry reduces this to the emptying of the mirrored level
  have h := (occupation_tendsto_zero (neg_pos.2 he)).const_sub 1
  rw [sub_zero] at h
  refine h.congr fun D => ?_
  unfold occupation
  rw [neg_div, arctan_neg]
  ring

/-- Let `U > 0` and `-U < ea < 0`. At each width `D > 0` the restricted equation has exactly one
solution, and the solutions tend to `-ea/U` as the width falls to zero. -/
theorem restricted_dissociation {U ea : ℝ} (hU : 0 < U) (h1 : -U < ea) (h2 : ea < 0) :
    (∀ D > 0, ∃! n, IsRestrictedSolution U ea D n) ∧
    ∀ n : ℝ → ℝ, (∀ D > 0, IsRestrictedSolution U ea D (n D)) →
      Tendsto n (𝓝[>] 0) (𝓝 (-ea / U)) := by
  constructor
  · intro D hD
    have hc : Continuous fun x : ℝ => arctan ((ea + U * x) / D) :=
      continuous_arctan.comp (by fun_prop)
    have hg : Continuous fun x : ℝ => x - occupation D (ea + U * x) :=
      continuous_id.sub (continuous_const.sub (hc.div_const π))
    have hlo : (0 : ℝ) - occupation D (ea + U * 0) ≤ 0 := by
      have : arctan ((ea + U * 0) / D) / π < 1 / 2 := by
        rw [div_lt_iff₀ pi_pos]
        linarith [arctan_lt_pi_div_two ((ea + U * 0) / D)]
      unfold occupation
      linarith
    have hhi : 0 ≤ (1 : ℝ) - occupation D (ea + U * 1) := by
      have : -(1 / 2) < arctan ((ea + U * 1) / D) / π := by
        rw [lt_div_iff₀ pi_pos]
        linarith [neg_pi_div_two_lt_arctan ((ea + U * 1) / D)]
      unfold occupation
      linarith
    -- existence by the intermediate value theorem, uniqueness by monotonicity
    obtain ⟨x, _, hx⟩ := intermediate_value_Icc zero_le_one hg.continuousOn ⟨hlo, hhi⟩
    have hx' : x = occupation D (ea + U * x) := sub_eq_zero.1 hx
    refine ⟨x, hx', fun y hy => ?_⟩
    have hy' : y = occupation D (ea + U * y) := hy
    rcases lt_trichotomy y x with h | h | h
    · have := occupation_strictAnti hD (add_lt_add_right (mul_lt_mul_of_pos_left h hU) ea)
      linarith
    · exact h
    · have := occupation_strictAnti hD (add_lt_add_right (mul_lt_mul_of_pos_left h hU) ea)
      linarith
  · intro n hn
    have q0 : 0 < -ea / U := div_pos (by linarith) hU
    have q1 : -ea / U < 1 := (div_lt_one hU).2 (by linarith)
    refine tendsto_order.2 ⟨fun a ha => ?_, fun b hb => ?_⟩
    · -- too small an occupation would put the level below the Fermi energy and fill it
      have he : ea + U * a < 0 := by
        have := (lt_div_iff₀ hU).1 ha
        linarith
      filter_upwards [(occupation_tendsto_one he).eventually (lt_mem_nhds q1),
        self_mem_nhdsWithin] with D hD hpos
      by_contra hcon
      have hle : ea + U * n D ≤ ea + U * a := by nlinarith [not_lt.1 hcon]
      have h3 := (occupation_strictAnti hpos).antitone hle
      have h4 : n D = occupation D (ea + U * n D) := hn D hpos
      linarith [not_lt.1 hcon]
    · -- too large an occupation would put the level above the Fermi energy and empty it
      have he : 0 < ea + U * b := by
        have := (div_lt_iff₀ hU).1 hb
        linarith
      filter_upwards [(occupation_tendsto_zero he).eventually (gt_mem_nhds q0),
        self_mem_nhdsWithin] with D hD hpos
      by_contra hcon
      have hle : ea + U * b ≤ ea + U * n D := by nlinarith [not_lt.1 hcon]
      have h3 := (occupation_strictAnti hpos).antitone hle
      have h4 : n D = occupation D (ea + U * n D) := hn D hpos
      linarith [not_lt.1 hcon]

/-- For `D > 0`, the shifted level of a restricted solution equals the width times
`tan (π (1/2 - n))`. -/
theorem shifted_level_eq {U ea D n : ℝ} (hD : 0 < D) (h : IsRestrictedSolution U ea D n) :
    ea + U * n = D * tan (π * (1 / 2 - n)) := by
  have h1 : π * (1 / 2 - n) = arctan ((ea + U * n) / D) := by
    unfold IsRestrictedSolution occupation at h
    have h2 : arctan ((ea + U * n) / D) / π = 1 / 2 - n := by linarith
    rw [div_eq_iff pi_pos.ne'] at h2
    linarith
  rw [h1, tan_arctan]
  field_simp

/-- For `U > 0` and `-U < ea < 0`, the deviation of the restricted occupation from `-ea/U`,
divided by the width, tends to `tan (π (1/2 + ea/U)) / U` as the width falls to zero. -/
theorem restricted_slope {U ea : ℝ} (hU : 0 < U) (h1 : -U < ea) (h2 : ea < 0)
    {n : ℝ → ℝ} (hn : ∀ D > 0, IsRestrictedSolution U ea D (n D)) :
    Tendsto (fun D => (n D - -ea / U) / D) (𝓝[>] 0)
      (𝓝 (tan (π * (1 / 2 - -ea / U)) / U)) := by
  have q0 : 0 < -ea / U := div_pos (by linarith) hU
  have q1 : -ea / U < 1 := (div_lt_one hU).2 (by linarith)
  have hcos : cos (π * (1 / 2 - -ea / U)) ≠ 0 := by
    refine (cos_pos_of_mem_Ioo ⟨?_, ?_⟩).ne' <;>
      nlinarith [mul_pos pi_pos q0, mul_pos pi_pos (sub_pos.2 q1)]
  have hlim := (restricted_dissociation hU h1 h2).2 n hn
  have ht := ((continuousAt_tan.2 hcos).tendsto.comp
    ((hlim.const_sub (1 / 2)).const_mul π)).div_const U
  refine ht.congr' ?_
  filter_upwards [self_mem_nhdsWithin] with D hD
  have hpos : 0 < D := hD
  have key := shifted_level_eq hpos (hn D hpos)
  have hq : -ea / U * U = -ea := div_mul_cancel₀ _ hU.ne'
  change tan (π * (1 / 2 - n D)) / U = (n D - -ea / U) / D
  rw [div_eq_div_iff hU.ne' hpos.ne']
  linear_combination hq - key

/-- For `U > 0` and `-U < ea < 0`, the electron number `2 (-ea/U)`, summed over both spins, is
an integer exactly when `ea = -U/2`. -/
theorem limiting_number_integer_iff {U ea : ℝ} (hU : 0 < U) (h1 : -U < ea) (h2 : ea < 0) :
    (∃ k : ℤ, 2 * (-ea / U) = k) ↔ ea = -U / 2 := by
  constructor
  · rintro ⟨k, hk⟩
    have q0 : 0 < -ea / U := div_pos (by linarith) hU
    have q1 : -ea / U < 1 := (div_lt_one hU).2 (by linarith)
    have k0 : 0 < k := by exact_mod_cast (by linarith : (0 : ℝ) < k)
    have k2 : k < 2 := by exact_mod_cast (by linarith : (k : ℝ) < 2)
    have k1 : k = 1 := by omega
    rw [k1, Int.cast_one] at hk
    have h : -ea / U = 1 / 2 := by linarith
    rw [div_eq_iff hU.ne'] at h
    linarith
  · intro h
    have hq : -ea / U = 1 / 2 := by
      rw [div_eq_iff hU.ne']
      linarith
    exact ⟨1, by rw [hq]; norm_num⟩

/-- For `-U < ea < 0`, the isolated atom with one electron lies strictly below both the empty
and the doubly occupied atom. -/
theorem single_occupation_lowest {U ea : ℝ} (h1 : -U < ea) (h2 : ea < 0) :
    atomEnergy U ea 1 0 < atomEnergy U ea 0 0 ∧
    atomEnergy U ea 1 0 < atomEnergy U ea 1 1 := by
  unfold atomEnergy
  constructor <;> linarith

/-- For `U > 0` and `-U < ea < 0`, the atom with occupation `-ea/U` in each spin lies above the
singly occupied atom by the positive energy `(-ea/U) (U + ea)`. -/
theorem restricted_energy_error {U ea : ℝ} (hU : 0 < U) (h1 : -U < ea) (h2 : ea < 0) :
    atomEnergy U ea (-ea / U) (-ea / U) - atomEnergy U ea 1 0 = -ea / U * (U + ea) ∧
    0 < -ea / U * (U + ea) := by
  have hq : -ea / U * U = -ea := div_mul_cancel₀ _ hU.ne'
  refine ⟨?_, mul_pos (div_pos (by linarith) hU) (by linarith)⟩
  unfold atomEnergy
  linear_combination (-ea / U - 1) * hq

end

end RestrictedDissociation
```

```lean
#print axioms RestrictedDissociation.restricted_slope
#print axioms RestrictedDissociation.limiting_number_integer_iff
#print axioms RestrictedDissociation.single_occupation_lowest
#print axioms RestrictedDissociation.restricted_energy_error
```

```
'RestrictedDissociation.restricted_slope' depends on axioms: [propext, Classical.choice, Quot.sound]
'RestrictedDissociation.limiting_number_integer_iff' depends on axioms: [propext, Classical.choice, Quot.sound]
'RestrictedDissociation.single_occupation_lowest' depends on axioms: [propext, Classical.choice, Quot.sound]
'RestrictedDissociation.restricted_energy_error' depends on axioms: [propext, Classical.choice, Quot.sound]
```

## From the derivation to the code

`occupation_strictAnti` carries the strict growth of the arctangent over to the occupation. `occupation_tendsto_zero` sends $e/D$ to infinity and uses the limit $\pi/2$ of the arctangent. `occupation_tendsto_one` follows from it through $f_D(e)=1-f_D(-e)$.

In `restricted_dissociation`, `hg` is the continuity of $g$, while `hlo` and `hhi` are its signs at 0 and 1. `intermediate_value_Icc` supplies the zero, and `lt_trichotomy` splits uniqueness into the two impossible orderings and equality. For the limit, `tendsto_order` asks for exactly the two bounds derived above: eventually $n(D)>a$ for each $a<q$, and $n(D)<b$ for each $b>q$. In each case `filter_upwards` selects the small positive widths, `by_contra` assumes the bound fails, and `linarith` closes the chain of inequalities.

`shifted_level_eq` inverts the arctangent with `tan_arctan`. `restricted_slope` combines this identity with the limit already proved and the continuity of the tangent, for which `hcos` shows that the cosine does not vanish.

In `limiting_number_integer_iff`, `omega` finds that the only integer strictly between 0 and 2 is 1. `single_occupation_lowest` needs only linear arithmetic, and `restricted_energy_error` obtains its identity from $qU=-e_a$ by `linear_combination`.
